# The Fano line shape of a discrete level coupled to a flat continuum

Light drives a continuum of excitations with strength $d_c$. The continuum is coupled by $V\neq 0$ to one discrete level of energy $E_0$, which the light does not drive directly. Let the continuum have the propagator $g=-i\pi\rho$ with density of states $\rho>0$. At photon energy $E=E_0$ the response has two parts. The direct one is $d_c^2\,g$, and the one that passes through the level is

$$\frac{(Vg\,d_c)^2}{-V^2g}=-d_c^2\,g .$$

They cancel, and absorption vanishes at exactly the energy of the level. If the level is also driven, with strength $d_0$, the same interference moves the zero away from $E_0$ and makes the line asymmetric.

For real $d_0$, $E_0$, $E$ and real nonzero $V$, $d_c$, the response is

$$T=d_c^2g+\frac{(d_0+Vg\,d_c)^2}{E-E_0-V^2g}.$$

With the reduced energy $e=(E-E_0)/(\pi\rho V^2)$ and the asymmetry parameter $q=d_0/(\pi\rho Vd_c)$, the claim is

$$-\operatorname{Im}T=\pi\rho\,d_c^2\,\frac{(q+e)^2}{1+e^2}.$$

The ratio of $-\operatorname{Im}T$ to the background $\pi\rho d_c^2$ lies between $0$ and $1+q^2$, and for $d_0\neq0$ it takes every value in that interval as $E$ varies. In optical spectra this describes an exciton or phonon line that overlaps a continuum of electronic excitations, within a model of one level and energy-independent couplings.

## From driven amplitudes to the response

Let $a$ be the amplitude of the level and $c$ that of the continuum. Each is driven by the light and by the other:

$$(E-E_0)\,a=d_0+Vc,\qquad c=g\,(d_c+Va).$$

Inserting the second equation into the first gives

$$(E-E_0-V^2g)\,a=d_0+Vg\,d_c .$$

The factor on the left is $E-E_0+i\pi\rho V^2$. Its imaginary part is positive, so it can be divided out at every real energy. Weighting the amplitudes with the driving strengths then yields

$$d_0a+d_cc=d_c^2g+(d_0+Vg\,d_c)\,a=T .$$

## The imaginary part as a perfect square

Write $x=E-E_0$, $\Gamma=\pi\rho V^2$ and $b=\pi\rho Vd_c$. Then

$$T=-i\pi\rho d_c^2+\frac{d_0^2-b^2-2id_0b}{x+i\Gamma},$$

and therefore

$$-\operatorname{Im}T=\pi\rho d_c^2+\frac{2d_0b\,x+(d_0^2-b^2)\Gamma}{x^2+\Gamma^2}.$$

On the common denominator, $\pi\rho d_c^2\Gamma^2$ cancels against $b^2\Gamma$, since both equal $(\pi\rho)^3V^4d_c^2$. What remains is a square:

$$-\operatorname{Im}T=\frac{\pi\rho\,(d_cx+Vd_0)^2}{x^2+\Gamma^2}.$$

This also holds for $d_c=0$, where it is the Lorentzian $d_0^2\Gamma/(x^2+\Gamma^2)$. For $d_c\neq0$, insert $x=e\Gamma$ and $Vd_0=q\Gamma d_c$. The numerator becomes $\pi\rho d_c^2\Gamma^2(q+e)^2$, the denominator becomes $\Gamma^2(1+e^2)$, and the claimed formula follows.

## Zero, maximum and range

Let $F(e)=(q+e)^2/(1+e^2)$. It is nonnegative and vanishes only at $e=-q$. Expanding $(1+q^2)(1+e^2)-(q+e)^2$ gives $1-2qe+q^2e^2$, so

$$1+q^2-F(e)=\frac{(1-qe)^2}{1+e^2}\ge0 .$$

The upper bound is reached exactly where $qe=1$. If $q\neq0$, this happens at $e=1/q$, and by continuity $F$ takes all values between its zero and its maximum. If $q=0$, then $F=e^2/(1+e^2)<1$. A value $y\in[0,1)$ is reached at $e=\sqrt{y/(1-y)}$, and the range is $[0,1)$.

Since $E=E_0+e\,\pi\rho V^2$ reaches every $e$, the ratio has the same range on the energy axis.

## The model in Lean

```lean
import Mathlib

open scoped Real

namespace FanoExcitonPhonon

noncomputable section
```

The propagator depends on $\rho$ alone. This is the idealisation of a flat continuum whose edges lie very far from the energies of interest, at equal distances above and below. The real part of the propagator then vanishes, and the continuum broadens the level without shifting it. The sign is that of the retarded convention, in which absorption is proportional to $-\operatorname{Im}T$.

```lean
/-- Propagator `-iπρ` of a flat continuum with density of states `ρ`. -/
def propagator (ρ : ℝ) : ℂ := -(Complex.I * π * ρ)
```

The response is defined by the closed formula for $T$. All its arguments are real numbers, and its value is complex. Real couplings exclude a relative phase between the two driving strengths other than a sign, and the level has no decay channel other than this continuum.

```lean
/-- Response at energy `E` of a level `E0` coupled by `V` to a flat continuum, with driving
strengths `d0` (level) and `dc` (continuum). If `E = E0` and `ρ V² = 0`, the denominator is zero and
Lean gives the quotient the value `0`. -/
def response (ρ V d0 dc E0 E : ℝ) : ℂ :=
  dc ^ 2 * propagator ρ +
    (d0 + V * propagator ρ * dc) ^ 2 / (E - E0 - V ^ 2 * propagator ρ)
```

The next three definitions are $e$, $q$ and $F$. The theorems that use `reducedEnergy` and `fanoQ` assume that the denominators are nonzero.

```lean
/-- Detuning from the level in units of `πρV²`, for nonzero `ρ` and `V`. -/
def reducedEnergy (ρ V E0 E : ℝ) : ℝ := (E - E0) / (π * ρ * V ^ 2)

/-- Fano asymmetry parameter `q = d0 / (πρ V dc)`, for nonzero `ρ`, `V` and `dc`. -/
def fanoQ (ρ V d0 dc : ℝ) : ℝ := d0 / (π * ρ * V * dc)

/-- Fano profile `(q + e)² / (1 + e²)`. -/
def fano (q e : ℝ) : ℝ := (q + e) ^ 2 / (1 + e ^ 2)
```

## The resonance denominator and the amplitudes

The first lemma rewrites the denominator as $x+i\Gamma$.

```lean
/-- The continuum adds the imaginary part `πρV²` to the detuning of the level. -/
theorem resonance_denominator (ρ V E0 E : ℝ) :
    (E : ℂ) - E0 - V ^ 2 * propagator ρ =
      ((E - E0 : ℝ) : ℂ) + ((π * ρ * V ^ 2 : ℝ) : ℂ) * Complex.I := by
  unfold propagator
  push_cast
  ring
```

If it vanished, so would its imaginary part. The proof extracts that part as `him` and contradicts it with $\pi\rho V^2>0$.

```lean
/-- For `ρ > 0` and `V ≠ 0` the resonance denominator vanishes at no real energy. -/
theorem resonance_denominator_ne_zero {ρ V : ℝ} (hρ : 0 < ρ) (hV : V ≠ 0) (E0 E : ℝ) :
    (E : ℂ) - E0 - V ^ 2 * propagator ρ ≠ 0 := by
  intro h
  rw [resonance_denominator] at h
  have him := congrArg Complex.im h
  simp only [Complex.add_im, Complex.mul_im, Complex.ofReal_re, Complex.ofReal_im,
    Complex.I_re, Complex.I_im, Complex.zero_im] at him
  have hpos : 0 < π * ρ * V ^ 2 := by positivity
  linarith
```

The coupled equations can now be solved. The theorem says that a pair $(a,c)$ satisfies them if and only if $a$ is the stated quotient and $c$ follows from $a$. The equations themselves are the starting point of the model; they are not derived from a Bethe–Salpeter or electron–phonon Hamiltonian. After `eq_div_iff` has cleared the denominator, each direction adds or subtracts $V$ times the continuum equation, which is the elimination done above.

```lean
/-- For `ρ > 0` and `V ≠ 0`, the coupled equations for the level amplitude `a` and the
continuum amplitude `c` are solved by eliminating the continuum. -/
theorem coupled_amplitudes_iff {ρ V : ℝ} (hρ : 0 < ρ) (hV : V ≠ 0)
    (d0 dc E0 E : ℝ) (a c : ℂ) :
    (((E : ℂ) - E0) * a = d0 + V * c ∧ c = propagator ρ * (dc + V * a)) ↔
      (a = (d0 + V * propagator ρ * dc) / (E - E0 - V ^ 2 * propagator ρ) ∧
        c = propagator ρ * (dc + V * a)) := by
  have hD := resonance_denominator_ne_zero hρ hV E0 E
  rw [eq_div_iff hD]
  constructor
  · rintro ⟨h1, h2⟩
    exact ⟨by linear_combination h1 + (V : ℂ) * h2, h2⟩
  · rintro ⟨h1, h2⟩
    exact ⟨by linear_combination h1 - (V : ℂ) * h2, h2⟩
```

The following theorem ties the definition of `response` to these amplitudes: any solution of the two equations gives $d_0a+d_cc=T$.

```lean
/-- For `ρ > 0` and `V ≠ 0`, the amplitudes that solve the coupled equations, weighted with
the driving strengths, add up to the response. -/
theorem response_of_amplitudes {ρ V : ℝ} (hρ : 0 < ρ) (hV : V ≠ 0)
    (d0 dc E0 E : ℝ) (a c : ℂ) (hlevel : ((E : ℂ) - E0) * a = d0 + V * c)
    (hcont : c = propagator ρ * (dc + V * a)) :
    d0 * a + dc * c = response ρ V d0 dc E0 E := by
  obtain ⟨ha, hc⟩ := (coupled_amplitudes_iff hρ hV d0 dc E0 E a c).1 ⟨hlevel, hcont⟩
  unfold response
  linear_combination (dc : ℂ) * hc + ((d0 : ℂ) + V * propagator ρ * dc) * ha
```

## The absorption formula

The next statement is the perfect-square form, with no condition on `dc`. Inside the proof, `him` is the general rule for the imaginary part of $iw+(u+iv)/(x+iG)$ with real entries. The steps `hdir` and `hnum` bring the direct term and the squared numerator into that shape. Multiplying by the nonzero denominator $x^2+\Gamma^2$ leaves a polynomial identity, which contains the cancellation of $b^2\Gamma$ and is closed by `linear_combination`.

```lean
/-- For `ρ > 0` and `V ≠ 0`, the absorption `-Im T` in terms of the bare couplings; the
continuum may be dark (`dc = 0`). -/
theorem neg_im_response {ρ V : ℝ} (hρ : 0 < ρ) (hV : V ≠ 0) (d0 dc E0 E : ℝ) :
    -(response ρ V d0 dc E0 E).im =
      π * ρ * (dc * (E - E0) + V * d0) ^ 2 / ((E - E0) ^ 2 + (π * ρ * V ^ 2) ^ 2) := by
  have him : ∀ w u v x G : ℝ,
      ((w : ℂ) * Complex.I + ((u : ℂ) + v * Complex.I) / ((x : ℂ) + G * Complex.I)).im =
        w + (v * x - u * G) / (x ^ 2 + G ^ 2) := by
    intro w u v x G
    simp only [Complex.add_im, Complex.div_im, Complex.normSq_apply, Complex.mul_im,
      Complex.add_re, Complex.mul_re, Complex.ofReal_re, Complex.ofReal_im,
      Complex.I_re, Complex.I_im]
    ring
  -- separate real and imaginary parts of the direct term and of the numerator
  have hdir : (dc : ℂ) ^ 2 * propagator ρ =
      ((-(π * ρ * dc ^ 2) : ℝ) : ℂ) * Complex.I := by
    unfold propagator
    push_cast
    ring
  have hnum : ((d0 : ℂ) + V * propagator ρ * dc) ^ 2 =
      ((d0 ^ 2 - (π * ρ * V * dc) ^ 2 : ℝ) : ℂ) +
        ((-(2 * d0 * (π * ρ * V * dc)) : ℝ) : ℂ) * Complex.I := by
    unfold propagator
    push_cast
    linear_combination ((π : ℂ) * ρ * V * dc) ^ 2 * Complex.I_sq
  have hN : (E - E0) ^ 2 + (π * ρ * V ^ 2) ^ 2 ≠ 0 := by positivity
  unfold response
  rw [hdir, hnum, resonance_denominator, him, eq_div_iff hN]
  have hb := div_mul_cancel₀ (-(2 * d0 * (π * ρ * V * dc)) * (E - E0) -
    (d0 ^ 2 - (π * ρ * V * dc) ^ 2) * (π * ρ * V ^ 2)) hN
  linear_combination -hb
```

The line shape needs $d_c\neq0$ as well, because $q$ has $d_c$ in its denominator. The auxiliary statement `key` does the rescaling for an arbitrary nonzero $p$ in the place of $\pi\rho$: it factors $(pV^2)^2$ out of numerator and denominator and cancels it. The equations `hx` and `hd` then turn $e\Gamma$ back into $E-E_0$ and $q\,\pi\rho Vd_c$ back into $d_0$.

```lean
/-- Fano line shape: for `ρ > 0` and nonzero `V` and `dc`, the absorption `-Im T` is the
background `πρ dc²` times the Fano profile. -/
theorem fano_lineshape {ρ V dc : ℝ} (hρ : 0 < ρ) (hV : V ≠ 0) (hdc : dc ≠ 0)
    (d0 E0 E : ℝ) :
    -(response ρ V d0 dc E0 E).im =
      π * ρ * dc ^ 2 * fano (fanoQ ρ V d0 dc) (reducedEnergy ρ V E0 E) := by
  have hp : π * ρ ≠ 0 := by positivity
  have key : ∀ p q e : ℝ, p ≠ 0 →
      p * (dc * (e * (p * V ^ 2)) + V * (q * (p * V * dc))) ^ 2 /
        ((e * (p * V ^ 2)) ^ 2 + (p * V ^ 2) ^ 2) = p * dc ^ 2 * fano q e := by
    intro p q e hp0
    have hG : (p * V ^ 2) ^ 2 ≠ 0 := pow_ne_zero 2 (mul_ne_zero hp0 (pow_ne_zero 2 hV))
    have h1 : p * (dc * (e * (p * V ^ 2)) + V * (q * (p * V * dc))) ^ 2 =
        p * dc ^ 2 * (q + e) ^ 2 * (p * V ^ 2) ^ 2 := by ring
    have h2 : (e * (p * V ^ 2)) ^ 2 + (p * V ^ 2) ^ 2 =
        (1 + e ^ 2) * (p * V ^ 2) ^ 2 := by ring
    rw [h1, h2, mul_div_mul_right _ _ hG, mul_div_assoc, fano]
  -- express detuning and level strength through `e` and `q`
  have hx : reducedEnergy ρ V E0 E * (π * ρ * V ^ 2) = E - E0 :=
    div_mul_cancel₀ _ (mul_ne_zero hp (pow_ne_zero 2 hV))
  have hd : fanoQ ρ V d0 dc * (π * ρ * V * dc) = d0 :=
    div_mul_cancel₀ _ (mul_ne_zero (mul_ne_zero hp hV) hdc)
  have h := key (π * ρ) (fanoQ ρ V d0 dc) (reducedEnergy ρ V E0 E) hp
  rw [hx, hd] at h
  rw [neg_im_response hρ hV, h]
```

## The values that the profile takes

`fano_bounds` combines three facts for all real $q$ and $e$: the profile lies in the closed interval, it vanishes exactly at $e=-q$, and it equals $1+q^2$ exactly when $qe=1$. The identity for the distance from the upper bound is `hgap`. It supplies both the inequality and the condition for equality. For $q=0$ the last condition reads $0=1$, so the bound is never reached.

```lean
/-- The Fano profile lies between `0` and `1 + q²`; it vanishes exactly at `e = -q` and
reaches `1 + q²` exactly where `q e = 1`. -/
theorem fano_bounds (q e : ℝ) :
    fano q e ∈ Set.Icc 0 (1 + q ^ 2) ∧ (fano q e = 0 ↔ e = -q) ∧
      (fano q e = 1 + q ^ 2 ↔ q * e = 1) := by
  have h : 1 + e ^ 2 ≠ 0 := by positivity
  -- distance of the profile from its upper bound
  have hgap : 1 + q ^ 2 - fano q e = (1 - q * e) ^ 2 / (1 + e ^ 2) := by
    unfold fano
    rw [eq_div_iff h, sub_mul, div_mul_cancel₀ _ h]
    ring
  have hgap0 : 0 ≤ (1 - q * e) ^ 2 / (1 + e ^ 2) := by positivity
  have h0 : 0 ≤ fano q e := by unfold fano; positivity
  refine ⟨⟨h0, by linarith⟩, ?_, ?_⟩
  · unfold fano
    rw [div_eq_zero_iff, or_iff_left h, sq_eq_zero_iff]
    constructor <;> intro h' <;> linarith
  · constructor
    · intro h'
      rw [h', sub_self, eq_comm, div_eq_zero_iff, or_iff_left h, sq_eq_zero_iff] at hgap
      linarith
    · intro h'
      rw [h', sub_self, zero_pow two_ne_zero, zero_div] at hgap
      linarith
```

For $q\neq0$ one inclusion is the bound just proved. The other is the intermediate value theorem, `intermediate_value_univ`, applied between the zero $-q$ and the maximum $q^{-1}$.

```lean
/-- For `q ≠ 0` the Fano profile takes every value from `0` to `1 + q²`, ends included. -/
theorem fano_range {q : ℝ} (hq : q ≠ 0) :
    Set.range (fano q) = Set.Icc 0 (1 + q ^ 2) := by
  apply Set.Subset.antisymm
  · rintro _ ⟨e, rfl⟩
    exact (fano_bounds q e).1
  · have hc : Continuous (fano q) := by
      unfold fano
      exact Continuous.div (by fun_prop) (by fun_prop) (fun e => by positivity)
    have hivt := intermediate_value_univ (-q) q⁻¹ hc
    rwa [(fano_bounds q (-q)).2.1.2 rfl,
      (fano_bounds q q⁻¹).2.2.2 (mul_inv_cancel₀ hq)] at hivt
```

For $q=0$ the interval is half open, written `Set.Ico 0 1`. The strict inequality comes from $e^2<1+e^2$, and the converse inserts the explicit square root.

```lean
/-- For `q = 0` the Fano profile takes every value from `0` up to, but not including, `1`. -/
theorem fano_range_zero : Set.range (fano 0) = Set.Ico 0 1 := by
  ext y
  constructor
  · rintro ⟨e, rfl⟩
    refine ⟨(fano_bounds 0 e).1.1, ?_⟩
    unfold fano
    rw [div_lt_one (by positivity)]
    linarith [zero_add e, congrArg (fun t : ℝ => t ^ 2) (zero_add e)]
  · rintro ⟨hy0, hy1⟩
    have hy : 0 < 1 - y := by linarith
    have ht : 0 ≤ y / (1 - y) := div_nonneg hy0 hy.le
    have hpos : 0 < 1 + y / (1 - y) := by linarith
    refine ⟨Real.sqrt (y / (1 - y)), ?_⟩
    unfold fano
    rw [zero_add, Real.sq_sqrt ht, div_eq_iff hpos.ne']
    linear_combination div_mul_cancel₀ y hy.ne'
```

The last theorem is about the response itself as a function of the photon energy. Its proof writes the normalised absorption as the profile composed with `reducedEnergy` (`hfun`), shows that every reduced energy is reached (`hsurj`), and then applies `fano_range`. The hypothesis $d_0\neq0$ ensures $q\neq0$; at $d_0=0$ the value $1$ would be missing from the range.

```lean
/-- For `ρ > 0` and nonzero `V`, `dc` and `d0`, the absorption relative to the background
`πρ dc²` takes, as the energy varies, exactly the values from `0` to `1 + q²`. -/
theorem absorption_range {ρ V dc d0 : ℝ} (hρ : 0 < ρ) (hV : V ≠ 0) (hdc : dc ≠ 0)
    (hd0 : d0 ≠ 0) (E0 : ℝ) :
    Set.range (fun E => -(response ρ V d0 dc E0 E).im / (π * ρ * dc ^ 2)) =
      Set.Icc 0 (1 + fanoQ ρ V d0 dc ^ 2) := by
  have hp : π * ρ ≠ 0 := by positivity
  have hq : fanoQ ρ V d0 dc ≠ 0 :=
    div_ne_zero hd0 (mul_ne_zero (mul_ne_zero hp hV) hdc)
  have hfun : (fun E => -(response ρ V d0 dc E0 E).im / (π * ρ * dc ^ 2)) =
      fano (fanoQ ρ V d0 dc) ∘ reducedEnergy ρ V E0 := by
    funext E
    rw [fano_lineshape hρ hV hdc,
      mul_div_cancel_left₀ _ (mul_ne_zero hp (pow_ne_zero 2 hdc)), Function.comp_apply]
  -- every reduced energy is reached by some energy
  have hsurj : Function.Surjective (reducedEnergy ρ V E0) := by
    intro y
    refine ⟨E0 + y * (π * ρ * V ^ 2), ?_⟩
    unfold reducedEnergy
    rw [add_sub_cancel_left, mul_div_cancel_right₀ _ (mul_ne_zero hp (pow_ne_zero 2 hV))]
  rw [hfun, hsurj.range_comp, fano_range hq]

end

end FanoExcitonPhonon
```

```lean
#print axioms FanoExcitonPhonon.response_of_amplitudes
-- 'FanoExcitonPhonon.response_of_amplitudes' depends on axioms: [propext, Classical.choice, Quot.sound]
#print axioms FanoExcitonPhonon.fano_lineshape
-- 'FanoExcitonPhonon.fano_lineshape' depends on axioms: [propext, Classical.choice, Quot.sound]
#print axioms FanoExcitonPhonon.fano_range_zero
-- 'FanoExcitonPhonon.fano_range_zero' depends on axioms: [propext, Classical.choice, Quot.sound]
#print axioms FanoExcitonPhonon.absorption_range
-- 'FanoExcitonPhonon.absorption_range' depends on axioms: [propext, Classical.choice, Quot.sound]
```
